# Jucys–Murphy elements of $S_n$ commute, and adjacent ones can exchange their eigenvalues

## Two doublets with the same quantum numbers

Take three spins one-half with one of them flipped. There are three basis states, according to where the flipped spin sits, so a state is a list of amplitudes $(\psi_0,\psi_1,\psi_2)$. The combination $(1,1,1)$ has total spin $3/2$. The states with $\psi_0+\psi_1+\psi_2=0$ all have total spin $1/2$, and they form a two-dimensional space. Total spin and its projection don't distinguish one state in that space from another.

Further labels can come from permutations of the spins, which commute with the total spin. Single exchanges are poor labels when taken together: the exchange of spins 0 and 1 does not commute with the exchange of spins 1 and 2. Certain sums of exchanges do commute, and their joint eigenvalues can serve as labels.

## Sums of exchanges with earlier particles

Number the particles $0,1,\dots,n-1$ and write $(i\,k)$ for the exchange of particles $i$ and $k$. In a product of permutations the right-hand factor acts first. The group algebra $R[S_n]$ consists of formal linear combinations of permutations with coefficients in a commutative ring $R$. The Jucys–Murphy element of particle $k$ is

$$X_k=\sum_{i<k}(i\,k).$$

Thus $X_0=0$, $X_1=(0\,1)$ and $X_2=(0\,2)+(1\,2)$. The results are as follows.

1. $X_jX_k=X_kX_j$ for all $j,k$.
2. If $l=k+1$ and $s=(k\,l)$, then $X_l=sX_ks+s$.
3. If, in a representation, $X_kv=av$ and $X_lv=bv$ with $l=k+1$, then $w=(b-a)\,sv-v$ satisfies $X_kw=bw$ and $X_lw=aw$.

When $v$ is a basis vector of Young's orthogonal form of an irreducible representation of $S_n$ and $w\neq0$, the third result is the step to another basis vector, written without division or normalisation. For electronic structure it relates spin functions of a fixed, finite set of labelled spins to one another, with no Hamiltonian or spatial orbitals in the model.

## Commutation by relabelling

Conjugating an exchange by a permutation $g$ relabels the particles: $g\,(i\,k)\,g^{-1}=(g(i)\;g(k))$. Suppose $g$ fixes $k$ and permutes the particles before $k$ among themselves. Then

$$gX_kg^{-1}=\sum_{i<k}(g(i)\;k)=X_k,$$

because $g(i)$ runs once through all particles before $k$. So $g$ commutes with $X_k$.

Now let $j<k$. Each term $(i\,j)$ of $X_j$ has $i<j<k$, so it fixes $k$ and exchanges two earlier particles. It therefore commutes with $X_k$, and so does the sum $X_j$. The case $j>k$ follows by exchanging the roles of $j$ and $k$, and $j=k$ is immediate.

## Moving an adjacent exchange through the sums

Let $l=k+1$ and $s=(k\,l)$, so that $s^2=1$. For $i<k$ the exchange $s$ leaves $i$ alone and sends $k$ to $l$, which gives $s(i\,k)s=(i\,l)$. The particles before $l$ are those before $k$, together with $k$ itself. Hence

$$X_l=\sum_{i<k}(i\,l)+(k\,l)=sX_ks+s.$$

Multiplying by $s$ from the left gives $sX_l=X_ks+1$, and from the right $X_ls=sX_k+1$. These are the exchange relations

$$X_ks=sX_l-1,\qquad X_ls=sX_k+1.$$

They show that $s$ commutes with the sum and with the product of the two elements:

$$s(X_k+X_l)=(X_ls-1)+(X_ks+1)=(X_k+X_l)s,$$

$$sX_kX_l=(X_ls-1)X_l=X_l(X_ks+1)-X_l=X_lX_ks=X_kX_ls.$$

The last equality uses commutation of $X_k$ and $X_l$.

## From one state to its partner

Let $X_kv=av$ and $X_lv=bv$. Applied to $v$, the exchange relations read

$$X_k\,sv=b\,sv-v,\qquad X_l\,sv=a\,sv+v.$$

For $w=(b-a)sv-v$ this gives

$$X_kw=(b-a)(b\,sv-v)-av=b(b-a)sv-bv=bw,$$

$$X_lw=(b-a)(a\,sv+v)-bv=a(b-a)sv-av=aw.$$

In the three-spin example take $v=(1,1,-2)$, which is $(1,1,-2)/\sqrt6$ when normalised. The exchange $X_1=(0\,1)$ leaves it unchanged, so $a=1$. For $X_2$ we find $(-2,1,1)+(1,-2,1)=(-1,-1,2)$, so $b=-1$. With $s=(1\,2)$,

$$w=-2\,(1,-2,1)-(1,1,-2)=(-3,3,0),$$

or $(-1,1,0)/\sqrt2$ when normalised. In $v$ the first two spins are coupled to a triplet, and in $w$ to a singlet. The two doublets are now told apart by the eigenvalue pairs $(1,-1)$ and $(-1,1)$ of $(X_1,X_2)$.

## Two particles, where the partner vanishes

For $n=2$ we have $X_0=0$ and $X_1=s=(0\,1)$, and the recursion reduces to $X_1=s$. A symmetric or antisymmetric state $v$ has $a=0$ and $b=\pm1$, with $sv=bv$. Then $w=b^2v-v=0$. The equations for $w$ still hold, but there is no new state. Result 3 accordingly doesn't promise that $w\neq0$. Over a field, $w\neq0$ is guaranteed if $v\neq0$ and $(b-a)^2\neq1$: if $w=0$, then $(b-a)\,sv=v$, and applying $s$ gives $(b-a)\,v=sv$, so $(b-a)^2v=v$. In the three-spin example $(b-a)^2=4$.

## Particles that are not neighbours

The condition $l=k+1$ matters. Take $n=3$, $k=0$, $l=2$ and $s=(0\,2)$. Then $sX_0s+s=(0\,2)$, whereas $X_2=(0\,2)+(1\,2)$, so the recursion fails over the rationals. The exchange of eigenvalues fails as well. The state $v=(1,1,-2)$ has $a=0$ and $b=-1$, which gives $w=-(-2,1,1)-(1,1,-2)=(1,-2,1)$. Since $X_0w=0$, this vector does not satisfy $X_0w=-w$.

## The statements in Lean

Particles are elements of `Fin n`, permutations are elements of `Perm (Fin n)`, and the group algebra is `MonoidAlgebra R (Perm (Fin n))`. The function `transp` places the exchange `swap i j` in that algebra, and `jm R k` sums `transp R i k` over `Finset.Iio k`, the particles strictly before `k`.

- `jm_commute` is result 1, for every pair of particles and every commutative ring.
- `jm_succ` is result 2. Its hypothesis `(l : ℕ) = k + 1` compares ordinary natural numbers, so the last particle is not treated as a neighbour of particle 0.
- `jm_exchange` and `transp_commute_symmetric` state the exchange relations and the two commutation rules that follow from them.
- `exchange_eigenvalues` is result 3. The states form a module `M` over `R`, the permutations act by a representation `ρ`, and `ρ.asAlgebraHom` extends that action linearly to sums of permutations. The assumptions `ha` and `hb` are the two eigenvalue equations for `v`.

Neither finite dimension nor an inner product is required of `M`, so normalisation and orthogonality play no part. The number of particles is finite. The theorem starts from a given joint eigenvector: it neither shows that such vectors span a representation nor identifies their eigenvalues with positions in Young tableaux.

The representation `oneFlip n` describes `n` spins with one flipped, with rational amplitudes. A permutation $g$ acts by $(g\psi)_i=\psi_{g^{-1}(i)}$, which carries a flipped spin from $i$ to $g(i)$. Only spin labels are permuted, so no fermionic sign appears. `exchange_eigenvalues_witness` records the two eigenvalue equations for $(1,1,-2)$ and the value of $w$.

```lean
import Mathlib

open Equiv

namespace JucysMurphy

noncomputable section

variable (R : Type*) [CommRing R] {n : ℕ}

/-- The exchange of particles `i` and `j` as an element of the group algebra of `S_n`
(the identity if `i = j`). -/
def transp (i j : Fin n) : MonoidAlgebra R (Perm (Fin n)) :=
  MonoidAlgebra.of R (Perm (Fin n)) (swap i j)

/-- The Jucys-Murphy element `X_k`: the sum of the exchanges of particle `k` with all
earlier particles. -/
def jm (k : Fin n) : MonoidAlgebra R (Perm (Fin n)) :=
  ∑ i ∈ Finset.Iio k, transp R i k

/-- Exchanging the same two particles twice is the identity. -/
theorem transp_mul_self (i j : Fin n) : transp R i j * transp R i j = 1 := by
  unfold transp
  rw [← map_mul, Equiv.swap_mul_self, map_one]

/-- A permutation that fixes particle `k` and permutes the particles before `k` among
themselves commutes with `X_k`. -/
theorem perm_commute_jm (k : Fin n) (g : Perm (Fin n)) (hk : g k = k)
    (hg : ∀ i, g i < k ↔ i < k) :
    Commute (MonoidAlgebra.of R (Perm (Fin n)) g) (jm R k) := by
  change _ * _ = _ * _
  unfold jm
  rw [Finset.mul_sum, Finset.sum_mul]
  -- moving `g` through the sum relabels `i` as `g i`
  refine Finset.sum_bij (fun i _ => g i) ?_ ?_ ?_ ?_
  · intro i hi
    exact Finset.mem_Iio.mpr ((hg i).mpr (Finset.mem_Iio.mp hi))
  · intro i _ j _ hij
    exact g.injective hij
  · intro b hb
    refine ⟨g.symm b, Finset.mem_Iio.mpr ((hg _).mp ?_), g.apply_symm_apply b⟩
    rw [g.apply_symm_apply]
    exact Finset.mem_Iio.mp hb
  · intro i _
    unfold transp
    rw [← map_mul, ← map_mul, Equiv.mul_swap_eq_swap_mul g i k, hk]

/-- The Jucys-Murphy elements commute pairwise. -/
theorem jm_commute (j k : Fin n) : Commute (jm R j) (jm R k) := by
  have key : ∀ a b : Fin n, a < b → Commute (jm R a) (jm R b) := by
    intro a b hab
    -- each exchange in `X_a` involves only particles before `b`
    refine Commute.sum_left _ _ _ (fun i hi => ?_)
    have hia : i < a := Finset.mem_Iio.mp hi
    have hib : i < b := hia.trans hab
    refine perm_commute_jm R b (swap i a)
      (Equiv.swap_apply_of_ne_of_ne hib.ne' hab.ne') (fun x => ?_)
    rw [Equiv.swap_apply_def]
    split_ifs with h1 h2
    · rw [h1]
      exact iff_of_true hab hib
    · rw [h2]
      exact iff_of_true hib hab
    · exact Iff.rfl
  rcases lt_trichotomy j k with h | h | h
  · exact key j k h
  · rw [h]
  · exact (key k j h).symm

/-- Recursion for adjacent particles `k` and `l = k + 1`: with `s` their exchange,
`X_l = s X_k s + s`. -/
theorem jm_succ (k l : Fin n) (h : (l : ℕ) = k + 1) :
    jm R l = transp R k l * jm R k * transp R k l + transp R k l := by
  have hset : Finset.Iio l = insert k (Finset.Iio k) := by
    ext i
    simp only [Finset.mem_Iio, Finset.mem_insert, Fin.ext_iff, Fin.lt_def]
    omega
  unfold jm
  rw [hset, Finset.sum_insert (by simp), add_comm, Finset.mul_sum, Finset.sum_mul]
  congr 1
  refine Finset.sum_congr rfl (fun i hi => ?_)
  have hik : i < k := Finset.mem_Iio.mp hi
  have hkl : k < l := by
    rw [Fin.lt_def]
    omega
  -- conjugation by `s` turns `(i k)` into `(i l)`
  unfold transp
  rw [← map_mul, ← map_mul, Equiv.mul_swap_eq_swap_mul (swap k l) i k,
    Equiv.swap_apply_left, Equiv.swap_apply_of_ne_of_ne hik.ne (hik.trans hkl).ne,
    mul_assoc, Equiv.swap_mul_self, mul_one]

/-- Exchange relations for adjacent particles `k` and `l = k + 1`: moving their exchange `s`
through a Jucys-Murphy element swaps `X_k` with `X_l` up to the identity. -/
theorem jm_exchange (k l : Fin n) (h : (l : ℕ) = k + 1) :
    jm R k * transp R k l = transp R k l * jm R l - 1 ∧
      jm R l * transp R k l = transp R k l * jm R k + 1 := by
  have hs := transp_mul_self R k l
  rw [jm_succ R k l h]
  constructor
  · simp only [mul_add, ← mul_assoc, hs, one_mul, add_sub_cancel_right]
  · simp only [add_mul, mul_assoc, hs, mul_one]

/-- The exchange of adjacent particles `k` and `l = k + 1` commutes with the sum and with the
product of `X_k` and `X_l`. -/
theorem transp_commute_symmetric (k l : Fin n) (h : (l : ℕ) = k + 1) :
    Commute (transp R k l) (jm R k + jm R l) ∧
      Commute (transp R k l) (jm R k * jm R l) := by
  obtain ⟨h1, h2⟩ := jm_exchange R k l h
  have h3 : transp R k l * jm R k = jm R l * transp R k l - 1 := by
    rw [h2, add_sub_cancel_right]
  have h4 : transp R k l * jm R l = jm R k * transp R k l + 1 := by
    rw [h1, sub_add_cancel]
  constructor
  · change _ * _ = _ * _
    rw [mul_add, add_mul, h3, h4]
    abel
  · change _ * _ = _ * _
    rw [← mul_assoc, h3, sub_mul, one_mul, mul_assoc, h4, mul_add, mul_one,
      add_sub_cancel_right, ← mul_assoc, (jm_commute R l k).eq]

variable {R} {M : Type*} [AddCommGroup M] [Module R M]

/-- In a representation of `S_n`, `X_k` acts on a state as the sum of the exchanges of
particle `k` with all earlier particles. -/
theorem jm_apply (ρ : Representation R (Perm (Fin n)) M) (k : Fin n) (v : M) :
    ρ.asAlgebraHom (jm R k) v = ∑ i ∈ Finset.Iio k, ρ (swap i k) v := by
  simp only [jm, transp, map_sum, Representation.asAlgebraHom_of, LinearMap.sum_apply]

/-- Let `k` and `l = k + 1` be adjacent particles with exchange `s`. If `X_k v = a v` and
`X_l v = b v`, then `w = (b - a) s v - v` satisfies `X_k w = b w` and `X_l w = a w`. -/
theorem exchange_eigenvalues (ρ : Representation R (Perm (Fin n)) M) (k l : Fin n)
    (h : (l : ℕ) = k + 1) (a b : R) (v : M)
    (ha : ρ.asAlgebraHom (jm R k) v = a • v) (hb : ρ.asAlgebraHom (jm R l) v = b • v) :
    ρ.asAlgebraHom (jm R k) ((b - a) • ρ (swap k l) v - v)
        = b • ((b - a) • ρ (swap k l) v - v) ∧
      ρ.asAlgebraHom (jm R l) ((b - a) • ρ (swap k l) v - v)
        = a • ((b - a) • ρ (swap k l) v - v) := by
  have hs : ρ.asAlgebraHom (transp R k l) = ρ (swap k l) :=
    Representation.asAlgebraHom_of ρ _
  -- the exchange relations, applied to the state `v`
  have e1 := congrArg (fun x => ρ.asAlgebraHom x v) (jm_exchange R k l h).1
  have e2 := congrArg (fun x => ρ.asAlgebraHom x v) (jm_exchange R k l h).2
  simp only [map_mul, map_sub, map_one, Module.End.mul_apply, LinearMap.sub_apply,
    Module.End.one_apply, hs, hb, map_smul] at e1
  simp only [map_mul, map_add, map_one, Module.End.mul_apply, LinearMap.add_apply,
    Module.End.one_apply, hs, ha, map_smul] at e2
  constructor
  · rw [map_sub, map_smul, e1, ha]
    module
  · rw [map_sub, map_smul, e2, hb]
    module

/-- Permutations of `n` spins acting on the states with one flipped spin, where `ψ i` is the
amplitude for the flipped spin to be at `i`. -/
def oneFlip (n : ℕ) : Representation ℚ (Perm (Fin n)) (Fin n → ℚ) where
  toFun g := LinearMap.funLeft ℚ ℚ (g⁻¹ : Perm (Fin n))
  map_one' := rfl
  map_mul' _ _ := rfl

/-- For three spins with one flipped, the amplitudes `(1, 1, -2)` have eigenvalues `1` and `-1`
under the last two Jucys-Murphy elements, and the vector `w` of `exchange_eigenvalues` is
`(-3, 3, 0)`. -/
theorem exchange_eigenvalues_witness :
    (oneFlip 3).asAlgebraHom (jm ℚ 1) ![1, 1, -2] = (1 : ℚ) • ![1, 1, -2] ∧
      (oneFlip 3).asAlgebraHom (jm ℚ 2) ![1, 1, -2] = (-1 : ℚ) • ![1, 1, -2] ∧
      ((-1 : ℚ) - 1) • oneFlip 3 (swap 1 2) ![1, 1, -2] - ![1, 1, -2] = ![-3, 3, 0] := by
  have act : ∀ (g : Perm (Fin 3)) (ψ : Fin 3 → ℚ) (i : Fin 3),
      oneFlip 3 g ψ i = ψ (g⁻¹ i) := fun _ _ _ => rfl
  have h1 : Finset.Iio (1 : Fin 3) = {0} := by decide
  have h2 : Finset.Iio (2 : Fin 3) = {0, 1} := by decide
  refine ⟨?_, ?_, ?_⟩
  · rw [jm_apply, h1, Finset.sum_singleton]
    ext i
    fin_cases i <;> simp [act, Equiv.swap_apply_def]
  · rw [jm_apply, h2, Finset.sum_pair (by decide)]
    ext i
    fin_cases i <;> simp [act, Equiv.swap_apply_def] <;> norm_num
  · ext i
    fin_cases i <;> simp [act, Equiv.swap_apply_def] <;> norm_num

end

end JucysMurphy
```

```lean
#print axioms JucysMurphy.jm_exchange
#print axioms JucysMurphy.transp_commute_symmetric
#print axioms JucysMurphy.exchange_eigenvalues
```

```
'JucysMurphy.jm_exchange' depends on axioms: [propext, Classical.choice, Quot.sound]
'JucysMurphy.transp_commute_symmetric' depends on axioms: [propext, Classical.choice, Quot.sound]
'JucysMurphy.exchange_eigenvalues' depends on axioms: [propext, Classical.choice, Quot.sound]
```

## The relabelling argument as a change of summation index

`transp_mul_self` is $s^2=1$. The main lemma for commutation is `perm_commute_jm`, whose hypotheses say that `g` fixes `k` and preserves the property of coming before `k`. After distributing the products over the sum, the proof uses `Finset.sum_bij` with the map $i\mapsto g(i)$. Its four goals are that the map stays among the earlier particles, that it is injective, that it reaches all of them, and that corresponding terms agree. The last goal is the conjugation rule in the form $g\,(i\,k)=(g(i)\;g(k))\,g$.

In `jm_commute`, the auxiliary claim `key` treats the case $a<b$. `Commute.sum_left` reduces it to one exchange $(i\,a)$ at a time, and `perm_commute_jm` applies once that exchange is seen to preserve the particles before $b$. The case split checks this for $x=i$, for $x=a$ and for every other $x$. `lt_trichotomy` then covers the possible orders of `j` and `k`.

## The recursion and its consequences

The fact `hset` in `jm_succ` says that the particles before $l$ are $k$ and those before $k$. Splitting off the term for $k$ produces the separate $s$, and the remaining sums are compared term by term using $s(i\,k)s=(i\,l)$.

`jm_exchange` substitutes this recursion for $X_l$ and simplifies with $s^2=1$. In `transp_commute_symmetric`, `h3` and `h4` are the exchange relations solved for $sX_k$ and $sX_l$. The rewriting then follows the two calculations above, with `jm_commute` supplying the final reordering of the product.

For `exchange_eigenvalues`, the equations `e1` and `e2` begin as the exchange relations applied to $v$. Simplification with the eigenvalue equations turns them into the formulas for $X_k\,sv$ and $X_l\,sv$. Once these are inserted into $X_kw$ and $X_lw$, the tactic `module` compares the coefficients of $sv$ and $v$.

The three-spin example uses `jm_apply`, which writes the action of $X_k$ as a sum of exchanges acting on a state. The sets of earlier particles are listed explicitly, and `fin_cases` checks the three amplitudes one by one.
